# The commutator of two homogeneous quadratic bosonic Hamiltonians is $i$ times a third

If a constant got lost whenever I commuted two quadratic Hamiltonians through their coefficient matrices, every phase and energy offset computed that way would be suspect. With $[x,p]=i$ I find $[x^2,p^2]=4i\,xp+2$, and there is the constant. Yet the usual rule says that the commutator is fixed by a matrix expression, with no slot for a number. Where does the 2 go?

## The constant is stored in the operator ordering

It goes into the order of the factors: $4i\,xp+2=2i(xp+px)$, which is purely quadratic. The same happens for any finite set of operators $R_j$ with

$$[R_j,R_k]=iW_{jk}\,1,\qquad H(M)=\tfrac12\sum_{jk}M_{jk}R_jR_k .$$

Adding the relations for $(j,k)$ and $(k,j)$ gives $W^T=-W$, provided $1\neq0$. For symmetric $M'$, the product rule $[R_jR_k,R_l]=iW_{kl}R_j+iW_{jl}R_k$ yields two equal contributions, so

$$[H(M'),R_l]=i\sum_a(M'W)_{al}R_a .$$

Apply the product rule again:

$$[R_jR_k,H(M')]=-i\sum_a\big((M'W)_{ak}R_jR_a+(M'W)_{aj}R_aR_k\big).$$

Multiply by $\tfrac12M_{jk}$ and sum. The first term has coefficient matrix $M(M'W)^T=-MWM'$, the second $M'WM$. Hence

$$[H(M),H(M')]=iH(MWM'-M'WM).$$

The quadratic products that remain were never reordered, so no constant split off. Your example has $M=\mathrm{diag}(2,0)$ and $M'=\mathrm{diag}(0,2)$; the bracket has zero diagonal and both off-diagonal entries equal to 4.

The link to the symplectic Lie algebra is the map $M\mapsto WM$, since

$$(WM)(WM')-(WM')(WM)=W(MWM'-M'WM).$$

If $W$ is antisymmetric and invertible, the matrices $X=WM$ with $M$ symmetric are exactly the solutions of $XW+WX^T=0$. Indeed, substituting $X=WM$ turns the condition into $W(M-M^T)W=0$. Finally, for symmetric $M$,

$$[[H(M),R_l],R_k]=-(W^TMW)_{kl}\,1,$$

so for invertible $W$ and $1\neq0$ the Hamiltonian determines $M$.

## Operators as elements of a complex algebra

In Lean, `A` is any complex algebra, `R : n → A` is the finite family of operators, and `IsCCR W R` states the commutation relations with $\hbar=1$. These are postulated: they stand for the canonical pairing of positions and momenta. `W` is the matrix often written $\Omega$ or $J$, and `•` multiplies an operator by a complex number.

Besides the commutation relations, the main theorem, `hamiltonian_commutator_hamiltonian`, asks only that `M'` be symmetric. If both matrices are symmetric and `W` is antisymmetric, `bracket_isSymm` keeps the result symmetric. The coefficients may be complex, and Hermiticity is not assumed. In the physical case the $R_j$ are Hermitian and $M$, $M'$ are real and symmetric; then $W$ and the resulting matrix are real too, and all three Hamiltonians are Hermitian. The theorems supply the ingredients of a Lie algebra isomorphism without assembling them into one object.

The step left to you is from algebra to unbounded operators on a Hilbert space, with their domains and exponentials. For finitely many modes without linear or anharmonic terms, the identity underlies the matrix treatment of squeezers, beam splitters and coupled harmonic vibrations. Matrices in a truncated Fock basis violate the commutation relations, as a trace shows, so the theorem does not apply to them directly.

```lean
import Mathlib

open Matrix
open Complex (I)

namespace QuadraticHamiltonians

noncomputable section

variable {n A : Type*} [Fintype n] [Ring A] [Algebra ℂ A]

/-- The canonical commutation relations `[R_j, R_k] = i W_jk` for a family of operators `R`. -/
def IsCCR {n A : Type*} [Ring A] [Algebra ℂ A] (W : Matrix n n ℂ) (R : n → A) : Prop :=
  ∀ j k, R j * R k - R k * R j = (I * W j k) • (1 : A)

/-- The quadratic Hamiltonian `H(M) = ½ ∑ M_jk R_j R_k`. -/
def hamiltonian (R : n → A) (M : Matrix n n ℂ) : A :=
  (1 / 2 : ℂ) • ∑ j, ∑ k, M j k • (R j * R k)

/-- The bracket `M W M' - M' W M` of two coefficient matrices. -/
def bracket (W M M' : Matrix n n ℂ) : Matrix n n ℂ :=
  M * W * M' - M' * W * M

omit [Fintype n] in
/-- In a nontrivial algebra the commutation relations force `W` to be antisymmetric. -/
theorem IsCCR.transpose_eq_neg [Nontrivial A] {W : Matrix n n ℂ} {R : n → A}
    (hR : IsCCR W R) : Wᵀ = -W := by
  ext j k
  have h : (I * (W k j + W j k)) • (1 : A) = 0 := by
    calc (I * (W k j + W j k)) • (1 : A)
        = (I * W k j) • (1 : A) + (I * W j k) • (1 : A) := by module
      _ = 0 := by rw [← hR k j, ← hR j k]; abel
  have h' := (mul_eq_zero.mp ((smul_eq_zero.mp h).resolve_right one_ne_zero)).resolve_left
    Complex.I_ne_zero
  rw [Matrix.transpose_apply, Matrix.neg_apply]
  linear_combination h'

/-- The commutator of `H(M)` with any operator `X` is the weighted sum of the commutators
of the products `R_j R_k` with `X`. -/
theorem hamiltonian_commutator (R : n → A) (M : Matrix n n ℂ) (X : A) :
    hamiltonian R M * X - X * hamiltonian R M =
      (1 / 2 : ℂ) • ∑ j, ∑ k, M j k • (R j * R k * X - X * (R j * R k)) := by
  simp only [hamiltonian, smul_mul_assoc, mul_smul_comm, Finset.sum_mul, Finset.mul_sum,
    smul_sub, Finset.sum_sub_distrib]

/-- For symmetric `M` the commutator of `H(M)` with a canonical operator is linear in the canonical
operators: `[H(M), R_l] = i ∑ (M W)_jl R_j`, if `R` satisfies the commutation relations with matrix
`W`. -/
theorem hamiltonian_commutator_canonical {W M : Matrix n n ℂ} {R : n → A}
    (hR : IsCCR W R) (hM : M.IsSymm) (l : n) :
    hamiltonian R M * R l - R l * hamiltonian R M = I • ∑ j, (M * W) j l • R j := by
  -- the Leibniz rule for a product of two canonical operators
  have h1 : ∀ j k, R j * R k * R l - R l * (R j * R k) =
      (I * W k l) • R j + (I * W j l) • R k := by
    intro j k
    calc R j * R k * R l - R l * (R j * R k)
        = R j * (R k * R l - R l * R k) + (R j * R l - R l * R j) * R k := by noncomm_ring
      _ = _ := by rw [hR k l, hR j l, mul_smul_comm, smul_mul_assoc, mul_one, one_mul]
  have e1 : ∑ j, ∑ k, M j k • (I * W k l) • R j = I • ∑ j, (M * W) j l • R j := by
    simp only [Matrix.mul_apply, Finset.sum_smul, Finset.smul_sum]
    refine Finset.sum_congr rfl fun j _ => Finset.sum_congr rfl fun k _ => ?_
    module
  -- symmetry of `M` makes the two contributions equal
  have e2 : ∑ j, ∑ k, M j k • (I * W j l) • R k = I • ∑ j, (M * W) j l • R j := by
    rw [← e1]
    refine Finset.sum_comm.trans ?_
    refine Finset.sum_congr rfl fun j _ => Finset.sum_congr rfl fun k _ => ?_
    rw [hM.apply j k]
  rw [hamiltonian_commutator]
  simp only [h1, smul_add, Finset.sum_add_distrib]
  rw [e1, e2]
  module

/-- Quadratic Hamiltonians close under commutation: `[H(M), H(M')] = i H(M W M' - M' W M)` for every
`M` and every symmetric `M'`, if `R` satisfies the commutation relations with matrix `W`. -/
theorem hamiltonian_commutator_hamiltonian {W M M' : Matrix n n ℂ} {R : n → A}
    (hR : IsCCR W R) (hM' : M'.IsSymm) :
    hamiltonian R M * hamiltonian R M' - hamiltonian R M' * hamiltonian R M =
      I • hamiltonian R (bracket W M M') := by
  rcases subsingleton_or_nontrivial A with _ | _
  · exact Subsingleton.elim _ _
  have t : M * (M' * W)ᵀ = -(M * W * M') := by
    rw [Matrix.transpose_mul, hM'.eq, hR.transpose_eq_neg, Matrix.neg_mul, Matrix.mul_neg,
      Matrix.mul_assoc]
  have h1 : ∀ j k, R j * R k * hamiltonian R M' - hamiltonian R M' * (R j * R k) =
      -(I • ∑ a, (M' * W) a k • (R j * R a) + I • ∑ a, (M' * W) a j • (R a * R k)) := by
    intro j k
    calc R j * R k * hamiltonian R M' - hamiltonian R M' * (R j * R k)
        = -(R j * (hamiltonian R M' * R k - R k * hamiltonian R M')
            + (hamiltonian R M' * R j - R j * hamiltonian R M') * R k) := by noncomm_ring
      _ = _ := by
        rw [hamiltonian_commutator_canonical hR hM' k, hamiltonian_commutator_canonical hR hM' j]
        simp only [smul_mul_assoc, mul_smul_comm, Finset.sum_mul, Finset.mul_sum]
  have h2 : ∑ j, ∑ k, M j k •
        (R j * R k * hamiltonian R M' - hamiltonian R M' * (R j * R k)) =
      (-I) • (∑ j, ∑ k, M j k • ∑ a, (M' * W) a k • (R j * R a)
        + ∑ j, ∑ k, M j k • ∑ a, (M' * W) a j • (R a * R k)) := by
    rw [← Finset.sum_add_distrib, Finset.smul_sum]
    refine Finset.sum_congr rfl fun j _ => ?_
    rw [← Finset.sum_add_distrib, Finset.smul_sum]
    refine Finset.sum_congr rfl fun k _ => ?_
    rw [h1]
    module
  -- the inner sums are matrix products
  have e1 : ∑ j, ∑ k, M j k • ∑ a, (M' * W) a k • (R j * R a) =
      ∑ j, ∑ a, (M * (M' * W)ᵀ) j a • (R j * R a) := by
    refine Finset.sum_congr rfl fun j _ => ?_
    simp only [Finset.smul_sum]
    refine Finset.sum_comm.trans (Finset.sum_congr rfl fun a _ => ?_)
    rw [Matrix.mul_apply, Finset.sum_smul]
    refine Finset.sum_congr rfl fun k _ => ?_
    rw [Matrix.transpose_apply, smul_smul]
  have e2 : ∑ j, ∑ k, M j k • ∑ a, (M' * W) a j • (R a * R k) =
      ∑ a, ∑ k, (M' * W * M) a k • (R a * R k) := by
    simp only [Finset.smul_sum]
    refine Finset.sum_comm.trans (Eq.trans ?_ Finset.sum_comm)
    refine Finset.sum_congr rfl fun k _ => ?_
    refine Finset.sum_comm.trans (Finset.sum_congr rfl fun a _ => ?_)
    rw [Matrix.mul_apply, Finset.sum_smul]
    refine Finset.sum_congr rfl fun j _ => ?_
    module
  rw [hamiltonian_commutator, h2, e1, e2, t]
  simp only [hamiltonian, bracket, Matrix.sub_apply, Matrix.neg_apply, sub_smul, neg_smul,
    Finset.sum_sub_distrib, Finset.sum_neg_distrib]
  module

/-- For antisymmetric `W` the bracket of two symmetric matrices is symmetric. -/
theorem bracket_isSymm {W M M' : Matrix n n ℂ} (hW : Wᵀ = -W)
    (hM : M.IsSymm) (hM' : M'.IsSymm) : (bracket W M M').IsSymm := by
  simp only [Matrix.IsSymm, bracket, Matrix.transpose_sub, Matrix.transpose_mul, hM.eq, hM'.eq,
    hW, Matrix.neg_mul, Matrix.mul_neg, Matrix.mul_assoc]
  abel

/-- The map `M ↦ W M` turns the bracket into the commutator of matrices. -/
theorem generator_commutator [DecidableEq n] (W M M' : Matrix n n ℂ) :
    (W * M) * (W * M') - (W * M') * (W * M) = W * bracket W M M' := by
  unfold bracket
  noncomm_ring

/-- For invertible antisymmetric `W`, the matrices `W M` with `M` symmetric are exactly the
elements `X` of the symplectic Lie algebra, `X W + W Xᵀ = 0`. -/
theorem symplectic_iff [DecidableEq n] {W : Matrix n n ℂ} (hW : Wᵀ = -W)
    (hdet : IsUnit W.det) (X : Matrix n n ℂ) :
    X * W + W * Xᵀ = 0 ↔ ∃ M : Matrix n n ℂ, M.IsSymm ∧ X = W * M := by
  have hU : IsUnit W := (Matrix.isUnit_iff_isUnit_det W).mpr hdet
  constructor
  · intro h
    obtain ⟨M, rfl⟩ : ∃ M, X = W * M :=
      ⟨W⁻¹ * X, (Matrix.mul_nonsing_inv_cancel_left W X hdet).symm⟩
    rw [Matrix.transpose_mul, hW] at h
    have e : W * (Mᵀ * W) = W * (M * W) := by
      rw [← sub_eq_zero, ← neg_eq_zero, ← h]
      noncomm_ring
    exact ⟨M, hU.mul_right_cancel (hU.mul_left_cancel e), rfl⟩
  · rintro ⟨M, hM, rfl⟩
    rw [Matrix.transpose_mul, hM.eq, hW]
    noncomm_ring

/-- If `R` satisfies the commutation relations with an invertible `W` in a nontrivial algebra, two
symmetric matrices that give the same quadratic Hamiltonian are equal. -/
theorem hamiltonian_injective [DecidableEq n] [Nontrivial A] {W M M' : Matrix n n ℂ}
    {R : n → A} (hR : IsCCR W R) (hdet : IsUnit W.det) (hM : M.IsSymm) (hM' : M'.IsSymm)
    (h : hamiltonian R M = hamiltonian R M') : M = M' := by
  -- the double commutator with `R_l` and `R_k` is an entry of `-Wᵀ N W` times the identity
  have key : ∀ N : Matrix n n ℂ, N.IsSymm → ∀ k l,
      (hamiltonian R N * R l - R l * hamiltonian R N) * R k
        - R k * (hamiltonian R N * R l - R l * hamiltonian R N)
        = (-(Wᵀ * (N * W)) k l) • (1 : A) := by
    intro N hN k l
    rw [hamiltonian_commutator_canonical hR hN l]
    simp only [smul_mul_assoc, mul_smul_comm, Finset.sum_mul, Finset.mul_sum]
    rw [← smul_sub, ← Finset.sum_sub_distrib, Matrix.mul_apply, ← Finset.sum_neg_distrib,
      Finset.sum_smul, Finset.smul_sum]
    refine Finset.sum_congr rfl fun j _ => ?_
    rw [← smul_sub, hR j k, Matrix.transpose_apply, smul_smul, smul_smul]
    congr 1
    linear_combination (N * W) j l * W j k * Complex.I_sq
  have e : Wᵀ * (M * W) = Wᵀ * (M' * W) := by
    ext k l
    have h1 := key M hM k l
    rw [h, key M' hM' k l] at h1
    have h2 : -(Wᵀ * (M' * W)) k l = -(Wᵀ * (M * W)) k l :=
      smul_left_injective ℂ (one_ne_zero : (1 : A) ≠ 0) h1
    exact (neg_injective h2).symm
  have hU : IsUnit W := (Matrix.isUnit_iff_isUnit_det W).mpr hdet
  have hT : IsUnit Wᵀ :=
    (Matrix.isUnit_iff_isUnit_det Wᵀ).mpr (by rw [Matrix.det_transpose]; exact hdet)
  exact hU.mul_right_cancel (hT.mul_left_cancel e)

/-- Multiplication by `x` and `-i d/dx` on complex polynomials satisfy the canonical
commutation relations of one mode. -/
theorem isCCR_witness :
    IsCCR !![0, 1; -1, 0]
      (![LinearMap.mulLeft ℂ (Polynomial.X : Polynomial ℂ), (-I) • Polynomial.derivative] :
        Fin 2 → Module.End ℂ (Polynomial ℂ)) := by
  let x : Module.End ℂ (Polynomial ℂ) := LinearMap.mulLeft ℂ Polynomial.X
  let d : Module.End ℂ (Polynomial ℂ) := Polynomial.derivative
  -- the product rule
  have h : d * x - x * d = 1 := by
    refine LinearMap.ext fun f => ?_
    change Polynomial.derivative (Polynomial.X * f)
      - Polynomial.X * Polynomial.derivative f = f
    rw [Polynomial.derivative_mul, Polynomial.derivative_X]
    ring
  unfold IsCCR
  rw [Fin.forall_fin_two, Fin.forall_fin_two, Fin.forall_fin_two]
  refine ⟨⟨?_, ?_⟩, ⟨?_, ?_⟩⟩
  · change x * x - x * x = (I * 0) • (1 : Module.End ℂ (Polynomial ℂ))
    rw [sub_self, mul_zero, zero_smul]
  · change x * ((-I) • d) - ((-I) • d) * x = (I * 1) • (1 : Module.End ℂ (Polynomial ℂ))
    rw [← h, mul_smul_comm, smul_mul_assoc]
    module
  · change ((-I) • d) * x - x * ((-I) • d) = (I * (-1)) • (1 : Module.End ℂ (Polynomial ℂ))
    rw [← h, mul_smul_comm, smul_mul_assoc]
    module
  · change ((-I) • d) * ((-I) • d) - ((-I) • d) * ((-I) • d)
      = (I * 0) • (1 : Module.End ℂ (Polynomial ℂ))
    rw [sub_self, mul_zero, zero_smul]

end

end QuadraticHamiltonians
```

```lean
#print axioms QuadraticHamiltonians.hamiltonian_commutator_hamiltonian
#print axioms QuadraticHamiltonians.generator_commutator
#print axioms QuadraticHamiltonians.symplectic_iff
#print axioms QuadraticHamiltonians.hamiltonian_injective
```

```
'QuadraticHamiltonians.hamiltonian_commutator_hamiltonian' depends on axioms: [propext, Classical.choice, Quot.sound]
'QuadraticHamiltonians.generator_commutator' depends on axioms: [propext, Classical.choice, Quot.sound]
'QuadraticHamiltonians.symplectic_iff' depends on axioms: [propext, Classical.choice, Quot.sound]
'QuadraticHamiltonians.hamiltonian_injective' depends on axioms: [propext, Classical.choice, Quot.sound]
```

## From the product rule to matrix products

`hamiltonian_commutator` expands the commutator term by term, and `hamiltonian_commutator_canonical` is the linear formula for $[H(M),R_l]$; its `e2` is where symmetry makes the two contributions equal. In the main proof, `h1` is the second product rule, `e1` and `e2` recognise the inner sums as matrix products, and `t` is $M(M'W)^T=-MWM'$. Antisymmetry comes from `IsCCR.transpose_eq_neg`; an algebra with $1=0$ is dealt with first, since all its elements are equal.

`generator_commutator` and `symplectic_iff` carry out the matrix algebra above, the latter by cancelling `W` on both sides. `hamiltonian_injective` compares double commutators, and `isCCR_witness` checks that $x$ and $-i\,d/dx$ on polynomials satisfy the relations for one mode.

The device that does the product rule is `noncomm_ring`. It proves identities that hold in every ring, commutative or not, by expanding products while preserving the order of factors. In `h1` it treats `hamiltonian R M'` as a single symbol and knows nothing of the commutation relations. Within `h1` those enter only in the following `rw`, through the linear formula, so the physics and the rearrangement stay in separate lines. The proof uses the relations once more in `t`, for the antisymmetry of `W`.
